# The initial slope of the structure factor sets the N^(-2/3) coefficient of the S term in small-momentum exchange

In Hartree atomic units, the exchange energy per electron of a three-dimensional electron gas with Coulomb interaction is (1/π)∫(S(q) - 1) dq, where S is the spherically averaged structure factor of the Slater determinant and q is the size of the momentum transfer. This lemma concerns only the S part, (1/π)∫S(q) dq, taken from 0 to the cutoff Q_N = kF(2/N)^(1/3) with kF > 0 held fixed. In the lemma S is any continuous real function, independent of N, with S(0) = 0 and derivative s at q = 0; it is not derived from a particular electronic state. The claim is that N^(2/3) times this term tends to s kF² 2^(2/3)/(2π) as N, treated as a real number, goes to infinity. The proof takes an earlier lemma, that the integral of S from 0 to Q divided by Q² tends to s/2 as Q decreases to zero, and puts Q = Q_N. It then has to show that, for N > 0, the resulting expression equals the one in the claim.

Lean 4 with Mathlib refuses this proof:

```lean
import Mathlib

open Filter Topology

namespace MetallicExchangeFiniteSize

noncomputable section

/-- The radius `Q_N = kF (2/N)^(1/3)` of the small-momentum sphere for `N > 0` electrons. -/
def cutoff (kF N : ℝ) : ℝ := kF * (2 / N) ^ (1 / 3 : ℝ)

/-- The `S` term `(1/π) ∫ S(q) dq` of the exchange energy per electron, for momentum transfers
between `0` and `Q`. The `-1` in the full exchange integrand `S(q) - 1` is left out. -/
def smallQExchange (S : ℝ → ℝ) (Q : ℝ) : ℝ := 1 / Real.pi * ∫ q in (0 : ℝ)..Q, S q

/-- The square of the cutoff radius scales as `N^(-2/3)`. -/
theorem cutoff_sq (kF : ℝ) {N : ℝ} (hN : 0 < N) :
    cutoff kF N ^ 2 = kF ^ 2 * ((2 : ℝ) ^ (2 / 3 : ℝ) / N ^ (2 / 3 : ℝ)) := by
  have h : ((2 / N) ^ (1 / 3 : ℝ)) ^ 2 = (2 : ℝ) ^ (2 / 3 : ℝ) / N ^ (2 / 3 : ℝ) := by
    rw [← Real.rpow_natCast, ← Real.rpow_mul (by positivity),
      ← Real.div_rpow (by norm_num) hN.le]
    congr 1
    norm_num
  rw [cutoff, mul_pow, h]

/-- If a continuous structure factor vanishes at `q = 0` with slope `s`, its integral from `0`
to `Q`, divided by `Q²`, tends to `s/2` as `Q` decreases to zero. -/
theorem integral_linear_onset {S : ℝ → ℝ} {s : ℝ} (hc : Continuous S) (h0 : S 0 = 0)
    (hd : HasDerivAt S s 0) :
    Tendsto (fun Q : ℝ => (∫ q in (0 : ℝ)..Q, S q) / Q ^ 2) (𝓝[>] 0) (𝓝 (s / 2)) := by
  rw [Metric.tendsto_nhds]
  intro ε hε
  obtain ⟨δ, hδ, hb⟩ := Metric.eventually_nhds_iff.mp
    ((hasDerivAt_iff_isLittleO.mp hd).def (half_pos hε))
  filter_upwards [Ioo_mem_nhdsGT hδ] with Q hQ
  have hQ0 : 0 < Q := hQ.1
  have hQ2 : 0 < Q ^ 2 := by positivity
  have hlin : IntervalIntegrable (fun q : ℝ => s * q) MeasureTheory.volume 0 Q :=
    (by fun_prop : Continuous (fun q : ℝ => s * q)).intervalIntegrable _ _
  have hI : ∫ q in (0 : ℝ)..Q, (S q - s * q) = (∫ q in (0 : ℝ)..Q, S q) - s * Q ^ 2 / 2 := by
    rw [intervalIntegral.integral_sub (hc.intervalIntegrable _ _) hlin,
      intervalIntegral.integral_const_mul, integral_id]
    ring
  -- the deviation from the linear law is at most (ε/2) Q, so its integral is at most (ε/2) Q²
  have hB : ‖∫ q in (0 : ℝ)..Q, (S q - s * q)‖ ≤ ε / 2 * Q * |Q - 0| := by
    refine intervalIntegral.norm_integral_le_of_norm_le_const (fun q hq => ?_)
    rw [Set.uIoc_of_le hQ0.le] at hq
    have h := hb (y := q) (by
      rw [Real.dist_eq, sub_zero, abs_of_pos hq.1]
      exact lt_of_le_of_lt hq.2 hQ.2)
    simp only [h0, sub_zero, smul_eq_mul, Real.norm_eq_abs, abs_of_pos hq.1] at h
    rw [Real.norm_eq_abs, mul_comm s q]
    exact h.trans (mul_le_mul_of_nonneg_left hq.2 (half_pos hε).le)
  rw [hI, Real.norm_eq_abs, sub_zero, abs_of_pos hQ0] at hB
  have he : (∫ q in (0 : ℝ)..Q, S q) / Q ^ 2 - s / 2
      = ((∫ q in (0 : ℝ)..Q, S q) - s * Q ^ 2 / 2) / Q ^ 2 := by
    field_simp
  rw [Real.dist_eq, he, abs_div, abs_of_pos hQ2, div_lt_iff₀ hQ2]
  nlinarith [mul_pos hε hQ2]

/-- For any continuous structure factor that vanishes at `q = 0` with slope `s`, the `S` term of
exchange multiplied by `N^(2/3)` tends to `s kF² 2^(2/3) / (2π)`. -/
theorem exchange_limit_of_slope {kF s : ℝ} {S : ℝ → ℝ} (hk : 0 < kF) (hc : Continuous S)
    (h0 : S 0 = 0) (hd : HasDerivAt S s 0) :
    Tendsto (fun N : ℝ => N ^ (2 / 3 : ℝ) * smallQExchange S (cutoff kF N)) atTop
      (𝓝 (s * kF ^ 2 * (2 : ℝ) ^ (2 / 3 : ℝ) / (2 * Real.pi))) := by
  have hpos : ∀ N : ℝ, 0 < N → 0 < cutoff kF N := fun N hN =>
    mul_pos hk (Real.rpow_pos_of_pos (by positivity) _)
  -- the cutoff shrinks to zero from above
  have hQ : Tendsto (cutoff kF) atTop (𝓝[>] 0) := by
    refine tendsto_nhdsWithin_iff.mpr ⟨?_, ?_⟩
    · have h1 : Tendsto (fun N : ℝ => 2 / N) atTop (𝓝 0) :=
        tendsto_const_nhds.div_atTop tendsto_id
      have h2 := (h1.rpow_const (p := (1 / 3 : ℝ)) (Or.inr (by norm_num))).const_mul kF
      rw [Real.zero_rpow (by norm_num), mul_zero] at h2
      exact h2
    · filter_upwards [eventually_gt_atTop (0 : ℝ)] with N hN
      exact hpos N hN
  have h := ((integral_linear_onset hc h0 hd).comp hQ).const_mul
    (kF ^ 2 * (2 : ℝ) ^ (2 / 3 : ℝ) / Real.pi)
  have hl : kF ^ 2 * (2 : ℝ) ^ (2 / 3 : ℝ) / Real.pi * (s / 2)
      = s * kF ^ 2 * (2 : ℝ) ^ (2 / 3 : ℝ) / (2 * Real.pi) := by ring
  rw [hl] at h
  refine h.congr' ?_
  filter_upwards [eventually_gt_atTop (0 : ℝ)] with N hN
  have hM : N ^ (2 / 3 : ℝ) ≠ 0 := (Real.rpow_pos_of_pos hN _).ne'
  have hq : cutoff kF N ^ 2 ≠ 0 := pow_ne_zero 2 (hpos N hN).ne'
  have hs : kF ^ 2 * (2 : ℝ) ^ (2 / 3 : ℝ) = N ^ (2 / 3 : ℝ) * cutoff kF N ^ 2 := by
    rw [cutoff_sq kF hN, mul_left_comm, mul_div_cancel₀ _ hM]
  simp only [Function.comp_apply, smallQExchange]
  rw [hs]
  field_simp

end

end MetallicExchangeFiniteSize
```

Lean reports:

```
Main.lean:66:66: error: unsolved goals
kF s : ℝ
S : ℝ → ℝ
hk : 0 < kF
hc : Continuous S
h0 : S 0 = 0
hd : HasDerivAt S s 0
hpos : ∀ (N : ℝ), 0 < N → 0 < cutoff kF N
hQ : Tendsto (cutoff kF) atTop (𝓝[>] 0)
h :
  Tendsto (fun x => kF ^ 2 * 2 ^ (2 / 3) / Real.pi * ((fun Q => (∫ (q : ℝ) in 0..Q, S q) / Q ^ 2) ∘ cutoff kF) x) atTop
    (𝓝 (s * kF ^ 2 * 2 ^ (2 / 3) / (2 * Real.pi)))
hl : kF ^ 2 * 2 ^ (2 / 3) / Real.pi * (s / 2) = s * kF ^ 2 * 2 ^ (2 / 3) / (2 * Real.pi)
N : ℝ
hN : 0 < N
hM : N ^ (2 / 3) ≠ 0
hq : cutoff kF N ^ 2 ≠ 0
hs : kF ^ 2 * 2 ^ (2 / 3) = N ^ (2 / 3) * cutoff kF N ^ 2
⊢ (cutoff kF N * ∫ (q : ℝ) in 0..cutoff kF N, S q) / cutoff kF N = ∫ (q : ℝ) in 0..cutoff kF N, S q
```

The error is an unsolved goal left by the last `field_simp`, which had to prove that the rescaled expression from the earlier lemma equals the one in the claim. What remains is that `cutoff kF N` times the integral, divided by `cutoff kF N`, equals the integral. To cancel the two factors, `field_simp` needs to know that `cutoff kF N` is nonzero.

The hypothesis `hq` said only that the square, `cutoff kF N ^ 2`, is nonzero. Mathematically that is enough, since a number whose square is nonzero is itself nonzero, but `field_simp` did not make this step. It simplified the rest of the equation and stopped with the cutoff uncancelled.

The repair restates `hq` as `cutoff kF N ≠ 0`, which `hpos N hN` gives directly through `.ne'`, so `pow_ne_zero` is no longer needed. `field_simp` now has the fact in the form it needs, cancels the cutoff and closes the goal.

Fix (accepted with no message):

```diff
@@ -85,5 +85,5 @@
   filter_upwards [eventually_gt_atTop (0 : ℝ)] with N hN
   have hM : N ^ (2 / 3 : ℝ) ≠ 0 := (Real.rpow_pos_of_pos hN _).ne'
-  have hq : cutoff kF N ^ 2 ≠ 0 := pow_ne_zero 2 (hpos N hN).ne'
+  have hq : cutoff kF N ≠ 0 := (hpos N hN).ne'
   have hs : kF ^ 2 * (2 : ℝ) ^ (2 / 3 : ℝ) = N ^ (2 / 3 : ℝ) * cutoff kF N ^ 2 := by
     rw [cutoff_sq kF hN, mul_left_comm, mul_div_cancel₀ _ hM]
```
